# In a two-site model with positive hopping and core-hole coupling, the half-core-hole slope lies strictly below the energy difference

A lowest eigenvalue can enter a formal statement as the minimum of a spectrum or as an explicit formula. Here it enters as a formula, which is easy to differentiate, and a separate theorem shows that the formula gives the lowest eigenvalue.

The model has one valence electron on two sites. The real number $t$ is the hopping amplitude, $f$ is the occupation of a core hole on the first site, and $g$ is the shift of that site's level caused by a full core hole. The Hamiltonian, its level splitting and its lower level are

$$H(f)=\begin{pmatrix} fg & -t\\ -t & 0\end{pmatrix},\qquad S(f)=\sqrt{f^2g^2+4t^2},\qquad E(f)=\frac{fg-S(f)}{2}.$$

In Lean these are `hamiltonian g t f`, `splitting g t f` and `energy g t f`. With its last argument left open, `energy g t` is the function $f\mapsto E(f)$, and its slope is Mathlib's `deriv`. The occupation ranges over all real numbers, although only $0\le f\le 1$ describes a core hole.

```lean
import Mathlib

open Matrix

namespace HalfCoreHole

noncomputable section

/-- Hamiltonian of one valence electron on two sites with hopping `t`; a core hole of
occupation `f` shifts the level of the first site by `f * g`. -/
def hamiltonian (g t f : ℝ) : Matrix (Fin 2) (Fin 2) ℝ := !![f * g, -t; -t, 0]

/-- Splitting between the two valence levels at core-hole occupation `f`. -/
def splitting (g t f : ℝ) : ℝ := √((f * g) ^ 2 + 4 * t ^ 2)

/-- Valence energy at core-hole occupation `f`, in closed form. -/
def energy (g t f : ℝ) : ℝ := (f * g - splitting g t f) / 2
```

The question is how well $E'(1/2)$, the slope at half a core hole, replaces the difference $E(1)-E(0)$. Transition-state estimates of core-level energies make this kind of replacement; in this non-interacting two-site model it gives a value strictly below the difference, as signed numbers, whenever $g$ and $t$ are both nonzero. The model leaves out spin, electron–electron interaction and the energy of the core level itself, so $E(1)-E(0)$ is only a valence contribution.

## Nonzero hopping, $t\neq 0$

Physically, $t\neq0$ lets the electron move between the sites, so that its distribution can respond to the core hole. It also keeps the two levels apart: $S(f)\ge 2|t|>0$ for every $f$. The identity for $S^2$ needs no hypothesis, but the positivity of $S$ does.

```lean
lemma splitting_sq (g t f : ℝ) : splitting g t f ^ 2 = (f * g) ^ 2 + 4 * t ^ 2 :=
  Real.sq_sqrt (by positivity)

lemma splitting_pos (g f : ℝ) {t : ℝ} (ht : t ≠ 0) : 0 < splitting g t f :=
  Real.sqrt_pos.2 (by positivity)
```

To find the eigenvalues by hand, write $H(f)v=xv$ for a vector with components $v_0$ and $v_1$, numbered as in Lean:

$$fg\,v_0-t\,v_1=x\,v_0,\qquad -t\,v_0=x\,v_1.$$

```lean
/-- The eigenvalue equation of the two-site Hamiltonian, written out by components. -/
lemma eigen_iff (g t f x : ℝ) (v : Fin 2 → ℝ) :
    hamiltonian g t f *ᵥ v = x • v ↔
      f * g * v 0 - t * v 1 = x * v 0 ∧ -t * v 0 = x * v 1 := by
  rw [funext_iff, Fin.forall_fin_two]
  simp [hamiltonian, Matrix.mulVec, dotProduct, Fin.sum_univ_two, sub_eq_add_neg]
```

If $v_1=0$, the second equation gives $tv_0=0$, hence $v_0=0$ because $t\ne0$. An eigenvector therefore has $v_1\neq0$. Substituting $v_0=-xv_1/t$ into the first equation and cancelling $v_1$ gives the characteristic equation

$$x^2-fg\,x-t^2=0,$$

with roots $(fg\pm S(f))/2$. The smaller root is $E(f)$.

The theorem `energy_isLeast` says that $E(f)$ belongs to the set of real numbers $x$ that have a nonzero real eigenvector, and that no member of the set is smaller. Real vectors suffice because the matrix is real and symmetric. For membership, the proof supplies the eigenvector $(t,\;fg-E(f))$, which is nonzero because $t$ is; dividing it by $\sqrt{t^2+(fg-E(f))^2}$ normalises it. For minimality, the proof derives the characteristic equation as above and supposes $x<E(f)$. Then $S(f)<fg-2x$, whereas the characteristic equation gives $(fg-2x)^2=f^2g^2+4t^2=S(f)^2$, a contradiction that `nlinarith` finds.

```lean
/-- The closed form `energy` is the lowest eigenvalue of the two-site Hamiltonian. -/
theorem energy_isLeast (g f : ℝ) {t : ℝ} (ht : t ≠ 0) :
    IsLeast {x : ℝ | ∃ v : Fin 2 → ℝ, v ≠ 0 ∧ hamiltonian g t f *ᵥ v = x • v}
      (energy g t f) := by
  have hS := splitting_sq g t f
  have hS0 := splitting_pos g f ht
  constructor
  · refine ⟨![t, f * g - energy g t f], ?_, (eigen_iff _ _ _ _ _).2 ⟨?_, ?_⟩⟩
    · intro h
      have h0 := congrFun h 0
      exact ht (by simpa using h0)
    · change f * g * t - t * (f * g - energy g t f) = energy g t f * t
      ring
    · change -t * t = energy g t f * (f * g - energy g t f)
      unfold energy
      linear_combination hS / 4
  · rintro x ⟨v, hv, hx⟩
    obtain ⟨h0, h1⟩ := (eigen_iff _ _ _ _ _).1 hx
    have hv1 : v 1 ≠ 0 := by
      intro h
      have hz : v 0 = 0 := by
        have h2 : t * v 0 = 0 := by rw [h] at h1; linarith
        exact (mul_eq_zero.1 h2).resolve_left ht
      apply hv
      rw [funext_iff, Fin.forall_fin_two]
      exact ⟨hz, h⟩
    -- the characteristic equation
    have hc : x ^ 2 - f * g * x - t ^ 2 = 0 := by
      apply (mul_eq_zero.1 (?_ : (x ^ 2 - f * g * x - t ^ 2) * v 1 = 0)).resolve_right hv1
      linear_combination t * h0 + (f * g - x) * h1
    unfold energy
    by_contra hlt
    have h3 : splitting g t f < f * g - 2 * x := by linarith [not_le.1 hlt]
    nlinarith
```

The derivative uses $t\neq0$ again, since the square root is differentiable only where its argument is nonzero. The chain rule gives $S'(f)=fg^2/S(f)$, and so

$$E'(f)=\frac12\left(g-\frac{fg^2}{S(f)}\right)=\frac g2\left(1-\frac{fg}{S(f)}\right).$$

The proof builds this derivative in the same order: the linear term, the expression under the root, the root itself, and the half-difference. Because the result is a `HasDerivAt` statement, the later values of `deriv` are true slopes and not the default value $0$ that Mathlib assigns where a function is not differentiable.

```lean
/-- The slope of the valence energy with respect to the core-hole occupation. -/
theorem energy_hasDerivAt (g f : ℝ) {t : ℝ} (ht : t ≠ 0) :
    HasDerivAt (energy g t) (g / 2 * (1 - f * g / splitting g t f)) f := by
  have h1 : HasDerivAt (fun x : ℝ => x * g) g f := by
    simpa using (hasDerivAt_id' f).mul_const g
  have h2 : HasDerivAt (fun x : ℝ => (x * g) ^ 2 + 4 * t ^ 2) (2 * (f * g) * g) f :=
    ((h1.fun_pow 2).add_const (4 * t ^ 2)).congr_deriv (by norm_num)
  have h3 := h2.sqrt (by positivity)
  refine ((h1.fun_sub h3).div_const 2).congr_deriv ?_
  change (g - 2 * (f * g) * g / (2 * splitting g t f)) / 2 = _
  ring
```

Without hopping, $E(f)=\min(fg,0)$. For $g\ne0$ this has a kink at $f=0$, where the levels cross. For $g>0$ both $E'(1/2)$ and $E(1)-E(0)$ are then zero, and the strict inequality fails.

## Nonzero coupling and distinct occupations, $g\neq0$ and $a<b$

The condition $g\neq0$ says that the valence electron feels the core hole, and $a<b$ says that two different occupations are compared. The splitting at the midpoint can lie strictly below the mean of the splittings at the ends only if $g\neq0$ and $a\neq b$; the order $a<b$ matters only for the energy inequality of the next section.

By hand, start from

$$S(a)^2S(b)^2-(abg^2+4t^2)^2=4t^2g^2(b-a)^2>0.$$

Since $S(a)S(b)$ is positive, it follows that $S(a)S(b)>abg^2+4t^2$. Therefore

$$\bigl(S(a)+S(b)\bigr)^2>(a^2+b^2)g^2+8t^2+2(abg^2+4t^2)=(a+b)^2g^2+16t^2=4\,S\!\left(\tfrac{a+b}2\right)^2,$$

and taking roots gives $2S((a+b)/2)<S(a)+S(b)$.

In the proof, `hprod` is the inequality for the product, and `hp` is the positive right-hand side of the first display. The lemma `lt_of_pow_lt_pow_left₀` takes the square root of an inequality, once for the product and once for the sum.

```lean
/-- For nonzero `g` and `t`, the level splitting at the midpoint of two different core-hole
occupations is smaller than the mean of the splittings at the ends. -/
theorem splitting_midpoint_lt {g t a b : ℝ} (hg : g ≠ 0) (ht : t ≠ 0) (hab : a < b) :
    2 * splitting g t ((a + b) / 2) < splitting g t a + splitting g t b := by
  have hA := splitting_sq g t a
  have hB := splitting_sq g t b
  have hM := splitting_sq g t ((a + b) / 2)
  have pA := splitting_pos g a ht
  have pB := splitting_pos g b ht
  have hd : 0 < b - a := sub_pos.2 hab
  have hprod : a * b * g ^ 2 + 4 * t ^ 2 < splitting g t a * splitting g t b := by
    apply lt_of_pow_lt_pow_left₀ 2 (by positivity)
    rw [mul_pow, hA, hB]
    have hp : 0 < 4 * t ^ 2 * g ^ 2 * (b - a) ^ 2 := by positivity
    linarith
  apply lt_of_pow_lt_pow_left₀ 2 (by positivity)
  linarith
```

If $g=0$, then $S$ is constant and the two sides are equal. They are also equal if $a=b$.

## An interval centred at positive occupation, $a+b>0$

For physical occupations $0\le a<b$ this condition holds automatically. It matters because the formula for $E$ also accepts negative $f$.

Write $M=S((a+b)/2)$. The difference of the squared splittings factorises:

$$\bigl(S(b)-S(a)\bigr)\bigl(S(a)+S(b)\bigr)=(b-a)(a+b)g^2.$$

The right-hand side is positive because $a+b>0$, so $S(b)>S(a)$. Dividing by $S(a)+S(b)$, which exceeds $2M$, gives

$$S(b)-S(a)<\frac{(b-a)(a+b)g^2}{2M}.$$

Hence

$$E(b)-E(a)=\frac{(b-a)g}{2}-\frac{S(b)-S(a)}2>\frac{(b-a)g}{2}-\frac{(b-a)(a+b)g^2}{4M}=(b-a)\,E'\!\left(\tfrac{a+b}2\right).$$

In the proof, `hdiff` is the factorisation, `hBA` the sign of $S(b)-S(a)$, and `hkey` the bound on it. The identity `he` rewrites the midpoint slope so that `linarith` can finish.

```lean
/-- For nonzero `g` and `t` and core-hole occupations `a < b` with `a + b > 0`, the midpoint slope
times `b - a` is strictly smaller than the energy difference between `b` and `a`. -/
theorem midpoint_slope_lt {g t a b : ℝ} (hg : g ≠ 0) (ht : t ≠ 0)
    (hab : a < b) (hs : 0 < a + b) :
    (b - a) * deriv (energy g t) ((a + b) / 2) < energy g t b - energy g t a := by
  rw [(energy_hasDerivAt g ((a + b) / 2) ht).deriv]
  have hconv := splitting_midpoint_lt hg ht hab
  have hA := splitting_sq g t a
  have hB := splitting_sq g t b
  have pA := splitting_pos g a ht
  have pB := splitting_pos g b ht
  have pM := splitting_pos g ((a + b) / 2) ht
  unfold energy
  set A := splitting g t a
  set B := splitting g t b
  set M := splitting g t ((a + b) / 2)
  have hd : 0 < b - a := sub_pos.2 hab
  -- difference of squares of the two splittings
  have hdiff : (B - A) * (A + B) = (b - a) * (a + b) * g ^ 2 := by
    linear_combination hB - hA
  have hBA : 0 < B - A := by
    have hp : 0 < (B - A) * (A + B) := by rw [hdiff]; positivity
    exact pos_of_mul_pos_left hp (by positivity)
  have hkey : B - A < (b - a) * (a + b) * g ^ 2 / (2 * M) := by
    rw [lt_div_iff₀ (by positivity), ← hdiff]
    exact mul_lt_mul_of_pos_left hconv hBA
  have he : (b - a) * (g / 2 * (1 - (a + b) / 2 * g / M)) =
      (b - a) * g / 2 - (b - a) * (a + b) * g ^ 2 / (2 * M) / 2 := by ring
  rw [he]
  linarith
```

The concavity of $E$ does not settle the direction of this inequality, though it may seem to. Concavity says that $E'$ decreases, which only places both $E'(1/2)$ and $E(1)-E(0)$ between $E'(1)$ and $E'(0)$. What decides is the curvature of the slope. For $g,t\neq0$, $E'$ is strictly convex on $f>0$, and its midpoint value then lies below its average.

At $a+b=0$ the strict inequality is lost. Since $S(-b)=S(b)$, the splittings cancel in the energy difference, and $E(b)-E(-b)=bg=2b\,E'(0)$. The next theorem states this equality for every real $b$; its proof rewrites `splitting g t (-b)` as `splitting g t b`.

```lean
/-- For nonzero `t`, the slope at zero occupation times `2 * b` equals the energy at occupation `b`
minus the energy at occupation `-b`. -/
theorem midpoint_slope_symmetric (g b : ℝ) {t : ℝ} (ht : t ≠ 0) :
    2 * b * deriv (energy g t) 0 = energy g t b - energy g t (-b) := by
  rw [(energy_hasDerivAt g 0 ht).deriv]
  have h : splitting g t (-b) = splitting g t b := by
    unfold splitting
    congr 1
    ring
  unfold energy
  rw [h]
  ring
```

## Positive signs, $g>0$ and $t>0$

The sign of $t$ is a convention, because reversing the sign of one site's basis function reverses it. The sign of $g$ has a meaning: with $g>0$ the core hole raises the first site's level, as for a valence hole that it repels, while an attracted electron would have $g<0$. The general inequality `midpoint_slope_lt` requires only $g\neq0$ and covers both cases.

For the half-core-hole result, set $a=0$ and $b=1$. The three splittings needed are

$$S(0)=2t,\qquad S(1)=\sqrt{g^2+4t^2},\qquad S(1/2)=\tfrac12\sqrt{g^2+16t^2}.$$

The first of them uses $t>0$; for negative $t$ it would be $-2t$. Inserting them gives

$$E'(1/2)=\frac g2\left(1-\frac{g}{\sqrt{g^2+16t^2}}\right),\qquad E(1)-E(0)=t+\frac{g-\sqrt{g^2+4t^2}}2.$$

The theorem `half_core_hole` states these two closed forms and the strict inequality between their left-hand sides. Its proof evaluates the splittings and then applies `midpoint_slope_lt`, where $g>0$ serves only as $g\neq0$.

```lean
/-- For positive `g` and `t`, the half-core-hole slope and the energy difference between full and no
core hole in closed form; the slope is strictly the smaller of the two. -/
theorem half_core_hole {g t : ℝ} (hg : 0 < g) (ht : 0 < t) :
    deriv (energy g t) (1 / 2) = g / 2 * (1 - g / √(g ^ 2 + 16 * t ^ 2)) ∧
    energy g t 1 - energy g t 0 = t + (g - √(g ^ 2 + 4 * t ^ 2)) / 2 ∧
    deriv (energy g t) (1 / 2) < energy g t 1 - energy g t 0 := by
  refine ⟨?_, ?_, ?_⟩
  · have h : splitting g t (1 / 2) = √(g ^ 2 + 16 * t ^ 2) / 2 := by
      have h2 : (1 / 2 * g) ^ 2 + 4 * t ^ 2 = (√(g ^ 2 + 16 * t ^ 2) / 2) ^ 2 := by
        rw [div_pow, Real.sq_sqrt (by positivity)]
        ring
      unfold splitting
      rw [h2, Real.sqrt_sq (by positivity)]
    rw [(energy_hasDerivAt g (1 / 2) ht.ne').deriv, h]
    ring
  · have h0 : splitting g t 0 = 2 * t := by
      unfold splitting
      rw [show (0 * g) ^ 2 + 4 * t ^ 2 = (2 * t) ^ 2 by ring, Real.sqrt_sq (by positivity)]
    have h1 : splitting g t 1 = √(g ^ 2 + 4 * t ^ 2) := by
      unfold splitting
      rw [one_mul]
    unfold energy
    rw [h0, h1]
    ring
  · have h := midpoint_slope_lt (a := 0) (b := 1) hg.ne' ht.ne' (by norm_num) (by norm_num)
    simpa only [sub_zero, one_mul, zero_add] using h
```

The positive sign of $g$ does more work in the limit of strong coupling. Let $R=\sqrt{g^2+16t^2}$. Squaring both sides confirms that

$$\sqrt{g^2+4t^2}\le g+\frac{2t^2}{g},\qquad R\le g+\frac{8t^2}{g}.$$

The first bound gives $E(1)-E(0)\ge t-t^2/g$. For the slope, $(R-g)^2/R\ge0$ rearranges to $g-g^2/R\le R-g$, so that

$$E'(1/2)=\frac12\left(g-\frac{g^2}{R}\right)\le\frac{R-g}{2}\le\frac{4t^2}{g}.$$

Subtracting gives the lower bound in

$$t-\frac{5t^2}{g}\;\le\;E(1)-E(0)-E'(1/2)\;<\;t.$$

The upper bound holds because $\sqrt{g^2+4t^2}>g$ makes the energy difference smaller than $t$, while $R>g$ makes the slope positive.

In the proof, `q` stands for $t^2/g$, `hS` and `hR` are the two upper bounds on the roots, and `gS` and `gR` are the lower bounds by $g$.

```lean
/-- For positive `g` and `t`, the energy difference between full and no core hole exceeds the
half-core-hole slope by less than `t`, and by at least `t - 5 * t ^ 2 / g`. -/
theorem half_core_hole_error {g t : ℝ} (hg : 0 < g) (ht : 0 < t) :
    t - 5 * (t ^ 2 / g) ≤
      energy g t 1 - energy g t 0 - deriv (energy g t) (1 / 2) ∧
    energy g t 1 - energy g t 0 - deriv (energy g t) (1 / 2) < t := by
  obtain ⟨h1, h2, -⟩ := half_core_hole hg ht
  rw [h1, h2]
  have hq : t ^ 2 / g * g = t ^ 2 := div_mul_cancel₀ _ hg.ne'
  have pq : 0 < t ^ 2 / g := by positivity
  set q := t ^ 2 / g
  have hS : √(g ^ 2 + 4 * t ^ 2) ≤ g + 2 * q :=
    Real.sqrt_le_iff.2 ⟨by positivity, by nlinarith [sq_nonneg q]⟩
  have hR : √(g ^ 2 + 16 * t ^ 2) ≤ g + 8 * q :=
    Real.sqrt_le_iff.2 ⟨by positivity, by nlinarith [sq_nonneg q]⟩
  have gS : g < √(g ^ 2 + 4 * t ^ 2) := Real.lt_sqrt_of_sq_lt (by nlinarith [pow_pos ht 2])
  have gR : g < √(g ^ 2 + 16 * t ^ 2) := Real.lt_sqrt_of_sq_lt (by nlinarith [pow_pos ht 2])
  set R := √(g ^ 2 + 16 * t ^ 2)
  have pR : 0 < R := hg.trans gR
  constructor
  · -- the slope is at most half the distance between `R` and `g`
    have h3 : 0 ≤ (R - g) ^ 2 / R := by positivity
    have h4 : (R - g) ^ 2 / R = R - 2 * g + g * (g / R) := by
      field_simp
      ring
    rw [h4] at h3
    linarith
  · have h3 : g / R < 1 := (div_lt_one pR).2 gR
    have h4 : 0 < g / 2 * (1 - g / R) := mul_pos (by positivity) (by linarith)
    linarith

end

end HalfCoreHole
```

As $g\to\infty$ at fixed $t$, the two bounds force the error to approach $t$. The slope tends to zero while the energy difference tends to $t$, so the half-core-hole estimate misses the whole difference in this limit. For $g\le5t$ the lower bound is zero or negative, and the strict inequality of `half_core_hole` says more. For negative $g$ the lower bound as written would exceed $t$ and is false. Reversing the sign of $g$ leaves $S$ unchanged and changes $E(f)$ by a term linear in $f$, which shifts the slope and the difference equally, so the error depends only on $|g|$ and both bounds hold with $|g|$ in place of $g$. As $g\to-\infty$ the error therefore also tends to $t$, but the difference then grows in size like $|g|$, and the error becomes a vanishing fraction of it.

```lean
#print axioms HalfCoreHole.energy_isLeast
-- 'HalfCoreHole.energy_isLeast' depends on axioms: [propext, Classical.choice, Quot.sound]
#print axioms HalfCoreHole.midpoint_slope_symmetric
-- 'HalfCoreHole.midpoint_slope_symmetric' depends on axioms: [propext, Classical.choice, Quot.sound]
#print axioms HalfCoreHole.half_core_hole
-- 'HalfCoreHole.half_core_hole' depends on axioms: [propext, Classical.choice, Quot.sound]
#print axioms HalfCoreHole.half_core_hole_error
-- 'HalfCoreHole.half_core_hole_error' depends on axioms: [propext, Classical.choice, Quot.sound]
```
